# Icosahedral ligand field: vanishing second- and fourth-order terms and a degenerate d shell

A transition-metal atom at the centre of a twelve-atom icosahedral cage has twelve equal neighbours at equal distance. The question for a crystal-field or tight-binding code is whether these neighbours split the five d levels. In a one-electron model with additive, axially symmetric ligands they do not: the 5×5 ligand-field matrix is a multiple of the identity, and among the even multipole orders of the point-charge potential the first anisotropic one is the sixth.

## The identities

Let \(\varphi=(1+\sqrt5)/2\) and \(c=1/\sqrt{1+\varphi^2}\). A vertex label \(k=(p,s,t)\) consists of a shift \(p\in\{0,1,2\}\) and signs \(s,t=\pm1\). The ligand directions \(\mathbf n_k\) are
\[ c\,(0,s,t\varphi),\qquad c\,(t\varphi,0,s),\qquad c\,(s,t\varphi,0) \qquad (p=0,1,2), \]
with \(c\approx0.5257\) and \(c\varphi\approx0.8507\). For every \(\mathbf r=(r_0,r_1,r_2)=(x,y,z)\), with \(r^2=\mathbf r\cdot\mathbf r\),
\[ \sum_k(\mathbf n_k\cdot\mathbf r)^2=4r^2,\qquad \sum_k(\mathbf n_k\cdot\mathbf r)^4=\tfrac{12}{5}r^4 . \]
Let \(\gamma_k\) be the angle between \(\mathbf n_k\) and \(\mathbf r\), and \(P_l\) the Legendre polynomials. Then \(\sum_k r^2P_2(\cos\gamma_k)=0\) and \(\sum_k r^4P_4(\cos\gamma_k)=0\) everywhere, while \(\sum_k r^6P_6(\cos\gamma_k)=-33/20\) at \(\mathbf r=(0,0,1)\).

A real d orbital is a symmetric traceless 3×3 matrix \(A\), with angular function \(\mathbf r^TA\mathbf r\), and the overlap of \(A\) and \(B\) is taken as \(\operatorname{tr}(AB)\). The integral of the product of the two angular functions over the unit sphere is \(\tfrac{8\pi}{15}\operatorname{tr}(AB)\); this common factor is absorbed into the normalisation throughout. A ligand along the unit vector \(\mathbf n\) has angular-overlap parameters \(e_\sigma,e_\pi,e_\delta\) and matrix element \(V_{\mathbf n}(A,B)=e_\sigma w_\sigma+e_\pi w_\pi+e_\delta w_\delta\), where
\[ w_\sigma=\tfrac32(\mathbf n^TA\mathbf n)(\mathbf n^TB\mathbf n),\quad w_\pi=2\big[A\mathbf n\cdot B\mathbf n-(\mathbf n^TA\mathbf n)(\mathbf n^TB\mathbf n)\big],\quad w_\delta=\operatorname{tr}(AB)-w_\sigma-w_\pi . \]
The main result is
\[ \sum_kV_{\mathbf n_k}(A,B)=\tfrac{12}{5}(e_\sigma+2e_\pi+2e_\delta)\operatorname{tr}(AB). \]

## Where a code relies on them

A routine that assembles a one-electron d-shell matrix by rotating σ, π and δ parameters to each ligand direction and adding the contributions must return \(\tfrac{12}{5}(e_\sigma+2e_\pi+2e_\delta)\) on the diagonal and zero elsewhere for this geometry with equal ligands. A point-charge routine that expands \(1/|R\mathbf n-\mathbf r|=\sum_l r^lP_l(\cos\gamma)/R^{l+1}\) for ligand distance \(R>r\) must find that the \(l=2\) and \(l=4\) terms cancel in the sum over the twelve equal charges. A code that uses the twelve directions as an equal-weight angular grid gets the averages \(r^2/3\) and \(r^4/5\) for \((\mathbf n_k\cdot\mathbf r)^2\) and \((\mathbf n_k\cdot\mathbf r)^4\), the values on the sphere, whereas \((\mathbf n_k\cdot\mathbf r)^6\) at \((0,0,1)\) averages to \(2/15\) in place of \(1/7\).

## Derivation

The golden-ratio algebra comes first. From \((\sqrt5)^2=5\) follows \(\varphi^2=\varphi+1\). Then \(\varphi^4=\varphi^2+2\varphi+1=3\varphi+2\), so \(1+\varphi^4=3\varphi^2\) and \((1+\varphi^2)^2=5\varphi^2\). With \(c^2(1+\varphi^2)=1\) this gives \(c^4\varphi^2=1/5\) and \(c^4(1+\varphi^4)=3/5\). Every \(\mathbf n_k\) has squared length \(c^2(1+\varphi^2)=1\).

The projections \(\mathbf n_k\cdot\mathbf r\) are \(c(sy+t\varphi z)\), \(c(t\varphi x+sz)\) and \(c(sx+t\varphi y)\). Summing over the four sign pairs removes odd powers: for numbers \(\alpha,\beta\), \(\sum_{s,t}(s\alpha+t\beta)^2=4(\alpha^2+\beta^2)\) and \(\sum_{s,t}(s\alpha+t\beta)^4=4(\alpha^4+6\alpha^2\beta^2+\beta^4)\). Adding the three shifts,
\[ \sum_k(\mathbf n_k\cdot\mathbf r)^2=4c^2(1+\varphi^2)(x^2+y^2+z^2)=4r^2, \]
\[ \sum_k(\mathbf n_k\cdot\mathbf r)^4=4c^4(1+\varphi^4)(x^4+y^4+z^4)+24c^4\varphi^2(x^2y^2+y^2z^2+x^2z^2). \]
The coefficients are \(12/5\) and \(24/5\), in the ratio \(1:2\) that makes the polynomial \(\tfrac{12}{5}r^4\).

With \(\xi=\mathbf n\cdot\mathbf r=r\cos\gamma\), the multipole terms are \(r^2P_2=(3\xi^2-r^2)/2\), \(r^4P_4=(35\xi^4-30\xi^2r^2+3r^4)/8\) and \(r^6P_6=(231\xi^6-315\xi^4r^2+105\xi^2r^4-5r^6)/16\). The first two sum to \((12-12)r^2/2=0\) and \((84-120+36)r^4/8=0\). At \(\mathbf r=(0,0,1)\) the projections are \(\pm c\varphi\), \(\pm c\) and \(0\), four times each. Put \(u=c^2\) and \(v=c^2\varphi^2\), so that \(u+v=1\) and \(uv=1/5\). Then \(u^3+v^3=(u+v)^3-3uv(u+v)=2/5\) and the sixth moment is \(8/5\). The sum is \((231\cdot\tfrac85-315\cdot\tfrac{12}5+105\cdot4-60)/16=-33/20\).

For the tensor form, write \(n_a\) with \(a\in\{0,1,2\}\) for the components of \(\mathbf n_k\). A monomial with an odd power of some component sums to zero over the signs. The rest give \(\sum_kn_a^2=4\), \(\sum_kn_a^4=12/5\), and \(\sum_kn_a^2n_b^2=4c^4\varphi^2=4/5\) for \(a\ne b\), since only one shift has both components nonzero. In terms of the Kronecker symbol, \(\sum_kn_an_b=4\delta_{ab}\) and \(\sum_kn_an_bn_{a'}n_{b'}=\tfrac45(\delta_{ab}\delta_{a'b'}+\delta_{aa'}\delta_{bb'}+\delta_{ab'}\delta_{ba'})\). Contracting with \((A^TB)_{ab}\) and with \(A_{ab}B_{a'b'}\) gives, for arbitrary real matrices,
\[ \sum_kA\mathbf n_k\cdot B\mathbf n_k=4\operatorname{tr}(A^TB),\qquad \sum_k(\mathbf n_k^TA\mathbf n_k)(\mathbf n_k^TB\mathbf n_k)=\tfrac45\big[\operatorname{tr}A\operatorname{tr}B+\operatorname{tr}(AB)+\operatorname{tr}(A^TB)\big]. \]

The weights are projections of the overlap. The normalised σ orbital about a unit vector \(\mathbf n\) is \((3\mathbf n\mathbf n^T-I)/\sqrt6\), with \(I\) the 3×3 identity; its overlap with traceless \(A\) is \(3\,\mathbf n^TA\mathbf n/\sqrt6\), and the product of two such overlaps is \(w_\sigma\). The two π orbitals are \((\mathbf n\mathbf m^T+\mathbf m\mathbf n^T)/\sqrt2\), with \(\mathbf m\) running over two orthonormal vectors perpendicular to \(\mathbf n\); the overlap with symmetric \(A\) is \(\sqrt2\,\mathbf m^TA\mathbf n\). Summing the products over \(\mathbf m\) gives twice the dot product of the parts of \(A\mathbf n\) and \(B\mathbf n\) perpendicular to \(\mathbf n\), which is \(w_\pi\). The remainder belongs to the two δ orbitals.

For d orbitals, with \(T=\operatorname{tr}(AB)\), the two tensor sums are \(4T\) and \(\tfrac85T\). Hence \(\sum_kw_\sigma=\tfrac{12}5T\), \(\sum_kw_\pi=2(4-\tfrac85)T=\tfrac{24}5T\) and \(\sum_kw_\delta=(12-\tfrac{36}5)T=\tfrac{24}5T\), which is the main result. The five standard orbitals, numbered 0 to 4, have angular functions \((2z^2-x^2-y^2)/\sqrt6\), \((x^2-y^2)/\sqrt2\), \(\sqrt2xy\), \(\sqrt2xz\) and \(\sqrt2yz\). The two diagonal unnormalised tensors have squared norms \(1+1+4=6\) and \(1+1=2\) and mutual overlap \(-1+1=0\); the three off-diagonal ones have squared norm 2 and share no nonzero entry with any other tensor. The normalised set is orthonormal, so the 5×5 matrix is scalar.

## The Lean file

```lean
import Mathlib

open Matrix Finset

namespace IcosahedralField

noncomputable section

/-- The golden ratio. -/
def phi : ℝ := (1 + Real.sqrt 5) / 2

/-- Labels of the twelve vertices: a cyclic shift and two signs. -/
abbrev Vertex := Fin 3 × Bool × Bool

/-- The sign ±1 carried by a label. -/
def sgn (b : Bool) : ℝ := if b then 1 else -1

/-- The icosahedron vertices: cyclic permutations of (0, ±1, ±φ). -/
def vertex (k : Vertex) : Fin 3 → ℝ :=
  ![![0, sgn k.2.1, sgn k.2.2 * phi], ![sgn k.2.2 * phi, 0, sgn k.2.1],
    ![sgn k.2.1, sgn k.2.2 * phi, 0]] k.1

/-- The normalising factor c = 1/√(1+φ²). -/
def scale : ℝ := (Real.sqrt (1 + phi ^ 2))⁻¹

/-- The ligand direction n of a vertex. -/
def dir (k : Vertex) : Fin 3 → ℝ := scale • vertex k

/-- Algebra of φ and c: φ² = φ+1, c²(1+φ²) = 1, c⁴φ² = 1/5 and c⁴(1+φ⁴) = 3/5. -/
theorem golden_identities : phi ^ 2 = phi + 1 ∧ scale ^ 2 * (1 + phi ^ 2) = 1 ∧
    scale ^ 4 * phi ^ 2 = 1 / 5 ∧ scale ^ 4 * (1 + phi ^ 4) = 3 / 5 := by
  have h5 : Real.sqrt 5 ^ 2 = 5 := Real.sq_sqrt (by norm_num)
  have h0 : phi ^ 2 = phi + 1 := by
    unfold phi
    linear_combination (1 / 4) * h5
  have hp : 0 < 1 + phi ^ 2 := by positivity
  have h1 : scale ^ 2 * (1 + phi ^ 2) = 1 := by
    rw [scale, inv_pow, Real.sq_sqrt hp.le, inv_mul_cancel₀ hp.ne']
  -- (1+φ²)² = 5φ²
  have h2 : scale ^ 4 * phi ^ 2 = 1 / 5 := by
    linear_combination (1 / 5) * (scale ^ 2 * (1 + phi ^ 2) + 1) * h1
      - scale ^ 4 / 5 * (phi ^ 2 + phi - 1) * h0
  exact ⟨h0, h1, h2, by linear_combination (scale ^ 2 * (1 + phi ^ 2) + 1) * h1 - 2 * h2⟩

/-- The twelve ligand directions are unit vectors. -/
theorem dir_unit (k : Vertex) : dir k ⬝ᵥ dir k = 1 := by
  obtain ⟨-, h1, -, -⟩ := golden_identities
  obtain ⟨p, s, t⟩ := k
  simp only [dotProduct, Fin.sum_univ_three]
  fin_cases p <;> cases s <;> cases t <;> simp [dir, vertex, sgn] <;> linear_combination h1

/-- Second moment: Σ (n·r)² = 4 r². -/
theorem second_moment (r : Fin 3 → ℝ) : ∑ k, (dir k ⬝ᵥ r) ^ 2 = 4 * (r ⬝ᵥ r) := by
  obtain ⟨-, h1, -, -⟩ := golden_identities
  simp only [dotProduct, Fin.sum_univ_three, Fintype.sum_prod_type, Fintype.sum_bool]
  simp [dir, vertex, sgn]
  linear_combination 4 * (r 0 ^ 2 + r 1 ^ 2 + r 2 ^ 2) * h1

/-- Fourth moment: Σ (n·r)⁴ = (12/5) r⁴. -/
theorem fourth_moment (r : Fin 3 → ℝ) : ∑ k, (dir k ⬝ᵥ r) ^ 4 = 12 / 5 * (r ⬝ᵥ r) ^ 2 := by
  obtain ⟨-, -, h2, h3⟩ := golden_identities
  simp only [dotProduct, Fin.sum_univ_three, Fintype.sum_prod_type, Fintype.sum_bool]
  simp [dir, vertex, sgn]
  linear_combination 4 * (r 0 ^ 4 + r 1 ^ 4 + r 2 ^ 4) * h3
    + 24 * (r 0 ^ 2 * r 1 ^ 2 + r 1 ^ 2 * r 2 ^ 2 + r 0 ^ 2 * r 2 ^ 2) * h2

/-- The multipole term r² P₂(cos γ), with r cos γ = n·r. -/
def solidP2 (n r : Fin 3 → ℝ) : ℝ := (3 * (n ⬝ᵥ r) ^ 2 - r ⬝ᵥ r) / 2

/-- The multipole term r⁴ P₄(cos γ), with r cos γ = n·r. -/
def solidP4 (n r : Fin 3 → ℝ) : ℝ :=
  (35 * (n ⬝ᵥ r) ^ 4 - 30 * (n ⬝ᵥ r) ^ 2 * (r ⬝ᵥ r) + 3 * (r ⬝ᵥ r) ^ 2) / 8

/-- The multipole term r⁶ P₆(cos γ), with r cos γ = n·r. -/
def solidP6 (n r : Fin 3 → ℝ) : ℝ :=
  (231 * (n ⬝ᵥ r) ^ 6 - 315 * (n ⬝ᵥ r) ^ 4 * (r ⬝ᵥ r)
    + 105 * (n ⬝ᵥ r) ^ 2 * (r ⬝ᵥ r) ^ 2 - 5 * (r ⬝ᵥ r) ^ 3) / 16

/-- The second- and fourth-order terms summed over the twelve ligands vanish at every point. -/
theorem low_order_fields_vanish (r : Fin 3 → ℝ) :
    ∑ k, solidP2 (dir k) r = 0 ∧ ∑ k, solidP4 (dir k) r = 0 := by
  have hc : Fintype.card Vertex = 12 := by simp
  have e2 : ∀ n, solidP2 n r = 3 / 2 * (n ⬝ᵥ r) ^ 2 + -1 / 2 * (r ⬝ᵥ r) := by
    intro n; unfold solidP2; ring
  have e4 : ∀ n, solidP4 n r = 35 / 8 * (n ⬝ᵥ r) ^ 4
      + (-30 / 8 * (r ⬝ᵥ r)) * (n ⬝ᵥ r) ^ 2 + 3 / 8 * (r ⬝ᵥ r) ^ 2 := by
    intro n; unfold solidP4; ring
  constructor <;>
    simp only [e2, e4, sum_add_distrib, ← mul_sum, second_moment, fourth_moment, sum_const,
      card_univ, hc, nsmul_eq_mul] <;> push_cast <;> ring

/-- The sixth-order term summed over the twelve ligands equals -33/20 at r = (0, 0, 1). -/
theorem sixth_order_field : ∑ k, solidP6 (dir k) ![0, 0, 1] = -33 / 20 := by
  obtain ⟨-, h1, h2, -⟩ := golden_identities
  have hc : Fintype.card Vertex = 12 := by simp
  have hr : (![0, 0, 1] : Fin 3 → ℝ) ⬝ᵥ ![0, 0, 1] = 1 := by
    simp [dotProduct, Fin.sum_univ_three]
  -- the sixth moment at (0, 0, 1) is 8/5
  have h6 : ∑ k, (dir k ⬝ᵥ ![0, 0, 1]) ^ 6 = 8 / 5 := by
    simp only [dotProduct, Fin.sum_univ_three, Fintype.sum_prod_type, Fintype.sum_bool]
    simp [dir, vertex, sgn]
    linear_combination 4 * ((scale ^ 2 * (1 + phi ^ 2)) ^ 2 + scale ^ 2 * (1 + phi ^ 2) + 1
      - 3 * (scale ^ 4 * phi ^ 2)) * h1 - 12 * h2
  have e : ∀ n, solidP6 n ![0, 0, 1] = 231 / 16 * (n ⬝ᵥ ![0, 0, 1]) ^ 6
      + -315 / 16 * (n ⬝ᵥ ![0, 0, 1]) ^ 4 + 105 / 16 * (n ⬝ᵥ ![0, 0, 1]) ^ 2 + -5 / 16 := by
    intro n; unfold solidP6; rw [hr]; ring
  simp only [e, sum_add_distrib, ← mul_sum, second_moment, fourth_moment, h6, hr, sum_const,
    card_univ, hc, nsmul_eq_mul]
  norm_num

/-- Tensor form of the moments for arbitrary matrices: Σ An·Bn = 4 tr(AᵀB) and
Σ (nAn)(nBn) = (4/5)(tr A tr B + tr AB + tr AᵀB). -/
theorem tensor_moments (A B : Matrix (Fin 3) (Fin 3) ℝ) :
    ∑ k, (A *ᵥ dir k) ⬝ᵥ (B *ᵥ dir k) = 4 * trace (Aᵀ * B) ∧
    ∑ k, (dir k ⬝ᵥ A *ᵥ dir k) * (dir k ⬝ᵥ B *ᵥ dir k)
      = 4 / 5 * (trace A * trace B + trace (A * B) + trace (Aᵀ * B)) := by
  obtain ⟨-, h1, h2, h3⟩ := golden_identities
  simp only [Matrix.mulVec, dotProduct, trace_fin_three, Matrix.mul_apply, transpose_apply,
    Fin.sum_univ_three, Fintype.sum_prod_type, Fintype.sum_bool]
  constructor
  · simp [dir, vertex, sgn]
    linear_combination 4 * (A 0 0 * B 0 0 + A 0 1 * B 0 1 + A 0 2 * B 0 2 + A 1 0 * B 1 0
      + A 1 1 * B 1 1 + A 1 2 * B 1 2 + A 2 0 * B 2 0 + A 2 1 * B 2 1 + A 2 2 * B 2 2) * h1
  · simp [dir, vertex, sgn]
    linear_combination 4 * (A 0 0 * B 0 0 + A 1 1 * B 1 1 + A 2 2 * B 2 2) * h3
      + 4 * (A 0 0 * (B 1 1 + B 2 2) + A 1 1 * (B 0 0 + B 2 2) + A 2 2 * (B 0 0 + B 1 1)
        + (A 0 1 + A 1 0) * (B 0 1 + B 1 0) + (A 0 2 + A 2 0) * (B 0 2 + B 2 0)
        + (A 1 2 + A 2 1) * (B 1 2 + B 2 1)) * h2

/-- A real d orbital: a symmetric traceless tensor Q, with angular function rᵀQr. -/
structure DOrbital where
  Q : Matrix (Fin 3) (Fin 3) ℝ
  symm : Qᵀ = Q
  traceless : trace Q = 0

/-- The overlap of two d orbitals, tr(AB). -/
def overlap (A B : DOrbital) : ℝ := trace (A.Q * B.Q)

/-- The σ part of the overlap about the axis n. -/
def sigmaPart (n : Fin 3 → ℝ) (A B : DOrbital) : ℝ :=
  3 / 2 * ((n ⬝ᵥ A.Q *ᵥ n) * (n ⬝ᵥ B.Q *ᵥ n))

/-- The π part of the overlap about the axis n. -/
def piPart (n : Fin 3 → ℝ) (A B : DOrbital) : ℝ :=
  2 * ((A.Q *ᵥ n) ⬝ᵥ (B.Q *ᵥ n) - (n ⬝ᵥ A.Q *ᵥ n) * (n ⬝ᵥ B.Q *ᵥ n))

/-- Angular-overlap matrix element of one ligand along n, the δ part being what remains of
the overlap after the σ and π parts. -/
def ligandElement (eS eP eD : ℝ) (n : Fin 3 → ℝ) (A B : DOrbital) : ℝ :=
  eS * sigmaPart n A B + eP * piPart n A B
    + eD * (overlap A B - sigmaPart n A B - piPart n A B)

/-- For twelve equal ligands on the icosahedron the field element between any two d orbitals
is (12/5)(eσ + 2eπ + 2eδ) times their overlap. -/
theorem d_shell_degenerate (eS eP eD : ℝ) (A B : DOrbital) :
    ∑ k, ligandElement eS eP eD (dir k) A B = 12 / 5 * (eS + 2 * eP + 2 * eD) * overlap A B := by
  obtain ⟨h1, h2⟩ := tensor_moments A.Q B.Q
  rw [A.symm] at h1 h2
  rw [A.traceless] at h2
  have hc : Fintype.card Vertex = 12 := by simp
  -- collect the three axial invariants
  have e : ∀ n, ligandElement eS eP eD n A B = eD * trace (A.Q * B.Q)
      + (2 * eP - 2 * eD) * ((A.Q *ᵥ n) ⬝ᵥ (B.Q *ᵥ n))
      + (3 / 2 * eS - 2 * eP + 1 / 2 * eD) * ((n ⬝ᵥ A.Q *ᵥ n) * (n ⬝ᵥ B.Q *ᵥ n)) := by
    intro n; unfold ligandElement sigmaPart piPart overlap; ring
  simp only [e, sum_add_distrib, ← mul_sum, h1, h2, sum_const, card_univ, hc, nsmul_eq_mul,
    overlap]
  push_cast
  ring

/-- Unnormalised tensors of 2z²-x²-y², x²-y², 2xy, 2xz and 2yz. -/
def dShape : Fin 5 → Matrix (Fin 3) (Fin 3) ℝ :=
  ![!![-1, 0, 0; 0, -1, 0; 0, 0, 2], !![1, 0, 0; 0, -1, 0; 0, 0, 0],
    !![0, 1, 0; 1, 0, 0; 0, 0, 0], !![0, 0, 1; 0, 0, 0; 1, 0, 0], !![0, 0, 0; 0, 0, 1; 0, 1, 0]]

/-- The normalisation weights of the five tensors. -/
def dWeight : Fin 5 → ℝ := ![6, 2, 2, 2, 2]

/-- The five real d orbitals z², x²-y², xy, xz, yz, each tensor divided by the square root
of its weight. -/
def dBasis (i : Fin 5) : DOrbital where
  Q := (Real.sqrt (dWeight i))⁻¹ • dShape i
  symm := by
    have h : (dShape i)ᵀ = dShape i := by
      fin_cases i <;> ext a b <;> fin_cases a <;> fin_cases b <;> simp [dShape]
    rw [transpose_smul, h]
  traceless := by
    have h : trace (dShape i) = 0 := by
      fin_cases i <;> simp [dShape, trace_fin_three]
      norm_num
    rw [trace_smul, h, smul_zero]

/-- The five real d orbitals are orthonormal. -/
theorem dBasis_orthonormal (i j : Fin 5) :
    overlap (dBasis i) (dBasis j) = if i = j then 1 else 0 := by
  have hs : trace (dShape i * dShape j) = if i = j then dWeight i else 0 := by
    simp only [trace_fin_three, Matrix.mul_apply, Fin.sum_univ_three]
    fin_cases i <;> fin_cases j <;> simp [dShape, dWeight] <;> norm_num
  have hw : 0 < dWeight i := by fin_cases i <;> simp [dWeight]
  simp only [overlap, dBasis, Matrix.smul_mul, Matrix.mul_smul, trace_smul, smul_eq_mul, hs]
  by_cases h : i = j
  · subst h
    simp only [if_true]
    rw [← mul_assoc, ← mul_inv, Real.mul_self_sqrt hw.le, inv_mul_cancel₀ hw.ne']
  · simp [h]

/-- The 5×5 ligand-field matrix of the icosahedron in the real d basis is
(12/5)(eσ + 2eπ + 2eδ) times the identity. -/
theorem d_matrix_scalar (eS eP eD : ℝ) :
    (Matrix.of fun i j => ∑ k, ligandElement eS eP eD (dir k) (dBasis i) (dBasis j))
      = (12 / 5 * (eS + 2 * eP + 2 * eD)) • (1 : Matrix (Fin 5) (Fin 5) ℝ) := by
  ext i j
  simp only [of_apply, d_shell_degenerate, dBasis_orthonormal, Matrix.smul_apply,
    Matrix.one_apply, smul_eq_mul]

end

end IcosahedralField
```

```lean
#print axioms IcosahedralField.dir_unit
#print axioms IcosahedralField.low_order_fields_vanish
#print axioms IcosahedralField.sixth_order_field
#print axioms IcosahedralField.d_matrix_scalar
```

```
'IcosahedralField.dir_unit' depends on axioms: [propext, Classical.choice, Quot.sound]
'IcosahedralField.low_order_fields_vanish' depends on axioms: [propext, Classical.choice, Quot.sound]
'IcosahedralField.sixth_order_field' depends on axioms: [propext, Classical.choice, Quot.sound]
'IcosahedralField.d_matrix_scalar' depends on axioms: [propext, Classical.choice, Quot.sound]
```

## Reading the statements

A `Vertex` is the triple \((p,s,t)\): `k.1` is the shift, and `sgn k.2.1` and `sgn k.2.2` are \(s\) and \(t\). `vertex` holds the unnormalised points, `scale` is \(c\), and `dir k` is \(\mathbf n_k\). Vectors have type `Fin 3 → ℝ`, with `r 0`, `r 1`, `r 2` for \(x,y,z\), and \(r^2\) appears as `r ⬝ᵥ r`. The functions `solidP2`, `solidP4` and `solidP6` are the polynomials in \(\xi\) and \(r^2\) written above; no angle is defined, so they also make sense at the origin.

A `DOrbital` bundles a matrix `Q` with the two conditions `symm` and `traceless`, and it need not be normalised. `overlap`, `sigmaPart` and `piPart` are \(\operatorname{tr}(AB)\), \(w_\sigma\) and \(w_\pi\); `ligandElement eS eP eD n A B` is \(V_{\mathbf n}(A,B)\). These definitions accept any vector `n`, but their reading as σ, π and δ parts requires a unit vector, which `dir_unit` provides for the ligand directions. `d_shell_degenerate` holds for all real `eS`, `eP`, `eD`, of either sign, and for every pair of orbitals. `dBasis i` is `dShape i` divided by the square root of `dWeight i`, in the order \(z^2,x^2-y^2,xy,xz,yz\), and `d_matrix_scalar` states the result as an equation between 5×5 matrices.

## How the proof follows the derivation

`golden_identities` supplies the four algebraic facts. In its step `h2`, multiplying `h1` by \(c^2(1+\varphi^2)+1\) squares the normalisation, and multiplying `h0` by \(\varphi^2+\varphi-1\) produces \(\varphi^4-3\varphi^2+1=0\). `dir_unit` goes through the twelve labels and closes each with \(c^2(1+\varphi^2)=1\).

`second_moment` and `fourth_moment` write out the twelve terms. The sign cancellations happen when `linear_combination` normalises the polynomial, and the multipliers given to it are those of the derivation: \(4r^2\) for the normalisation, \(4(x^4+y^4+z^4)\) for `h3` and 24 times the mixed terms for `h2`. `low_order_fields_vanish` rewrites each multipole term as a combination of powers of \(\mathbf n\cdot\mathbf r\), substitutes the moments and the count of twelve, and finishes with `ring`. `sixth_order_field` does the same after `h6`, which is the \(u^3+v^3\) step.

`tensor_moments` is expanded entry by entry from the vertices and does not call the scalar moments: `h3` handles \(n_a^4\) and `h2` handles \(n_a^2n_b^2\). `d_shell_degenerate` replaces \(A^T\) by \(A\) and \(\operatorname{tr}A\) by zero, then regroups each element in step `e` as \(e_\delta T+(2e_\pi-2e_\delta)\,A\mathbf n\cdot B\mathbf n+(\tfrac32e_\sigma-2e_\pi+\tfrac12e_\delta)(\mathbf n^TA\mathbf n)(\mathbf n^TB\mathbf n)\) and inserts the sums. `dBasis_orthonormal` evaluates the 25 traces in `hs` and cancels the weights, and `d_matrix_scalar` combines the last two theorems entry by entry.

## Scope of the theorems

The theorems are exact statements over the real numbers for one orientation of a regular icosahedron with twelve identical ligands. They set no bound on rounding error or on the splitting of a distorted cage. The formulas for the overlap and for the three weights enter as definitions; their reading as projections, the Coulomb expansion and the examples below are worked on paper and are not among the file's theorems. Degeneracy is proved in the angular-overlap model. For point charges the file gives the vanishing of the two multipole sums, without the selection rule that restricts d–d elements to \(l=0,2,4\). Odd orders are not treated, the sixth-order sum is evaluated at a single point, and no f-shell matrix is built. The orbitals are real and purely angular, and the model leaves out electron repulsion, spin–orbit coupling, mixing with other shells and ligands with two different π parameters.

Tracelessness is needed. For \(A=B=I\) one has \(w_\sigma=3/2\) for each ligand and \(\operatorname{tr}(AB)=3\), so with \(e_\sigma=1\) and \(e_\pi=e_\delta=0\) the sum is 18, while the formula would give \(36/5\). The value of \(\varphi\) matters as well. Replacing it by 1 gives the cuboctahedron, the cyclic permutations of \((0,\pm1,\pm1)/\sqrt2\). The second moment stays \(4r^2\), but the fourth moment at \((0,0,1)\) is 2, the \(P_4\) sum there is \((70-120+36)/8=-7/4\), and \(\sum_kw_\sigma\) on the diagonal is \(3/2\) for \(z^2\) against 3 for \(xy\).

In the limit \(e_\sigma=e_\pi=e_\delta=e\) each ligand contributes \(e\operatorname{tr}(AB)\) whatever its direction, so twelve ligands give \(12e\operatorname{tr}(AB)\), in agreement with \(\tfrac{12}5\cdot5e\). That case tests nothing about the geometry. The σ-only case does, and it puts all five levels at \(\tfrac{12}5e_\sigma\).
